# With the Fermi level at the band centre, uniform chains of non-interacting electrons with nearest-neighbour hopping approach their surface energy from below at even length and from above at odd length

Suppose a surface energy is estimated from a finite open chain by subtracting the bulk energy of the same number of sites. For non-interacting electrons of a single spin direction, with equal hopping of strength $t$ between nearest neighbours only, the Fermi level at the band centre and all energies measured from that level, four sites give about $0.310\,t$ and five give about $0.451\,t$. Neither number says by itself whether it is too high or too low, and the jump between them can be taken for a failure to converge.

In this one-parameter model the jump has a definite pattern. For $t>0$ the estimates converge to $t(1-2/\pi)\approx 0.363\,t$, the energy of both ends together. Every even chain gives a value strictly below this limit and every odd chain a value strictly above it, so two consecutive lengths bracket the surface energy.

## The chain and its excess energy

```lean
import Mathlib

open Filter Topology Real

namespace OpenChainSurfaceEnergy

noncomputable section

/-- The `j`-th level of the open chain with `N` sites and hopping strength `t`. -/
def level (t : ℝ) (N j : ℕ) : ℝ := -2 * t * Real.cos (j * π / (N + 1))
```

For a real number $t$ and natural numbers $N$ and $j$, `level t N j` is
$$\varepsilon_j=-2t\cos\frac{j\pi}{N+1}.$$
For $j=1,\dots,N$ these are the levels of an open chain of $N$ sites with zero site energies and the same hopping amplitude $-t$ between all nearest neighbours. The formula is taken as the definition of the model; no Hamiltonian matrix is diagonalised.

```lean
/-- The energy of the chain: the sum of its negative levels, each counted once. -/
def energy (t : ℝ) (N : ℕ) : ℝ :=
  ∑ j ∈ (Finset.Icc 1 N).filter (fun j => level t N j < 0), level t N j
```

The energy $E_N$ is the sum of the negative levels. `Finset.Icc 1 N` is the set $\{1,\dots,N\}$, and `filter` keeps those $j$ whose level is below zero. This fixes the chemical potential at zero and puts one electron in each negative level; with two spin directions all energies double. An odd chain has a level at exactly zero, whose occupation does not affect the energy.

```lean
/-- For `t > 0`, the bulk energy per site: the band `-2t cos k` integrated over `-π/2 ≤ k ≤ π/2`,
divided by `2π`. -/
def bulkEnergy (t : ℝ) : ℝ := 1 / (2 * π) * ∫ k in (-(π / 2))..(π / 2), -2 * t * Real.cos k
```

For $t>0$ the bulk energy per site is the band energy integrated over the filled half of the band:
$$e_{\rm bulk}=\frac1{2\pi}\int_{-\pi/2}^{\pi/2}(-2t\cos k)\,dk.$$

```lean
/-- The energy of the open chain minus `N` times `bulkEnergy t`; for `t > 0` this is its excess over
the energy of `N` bulk sites. -/
def excess (t : ℝ) (N : ℕ) : ℝ := energy t N - N * bulkEnergy t
```

The excess is $E_N-Ne_{\rm bulk}$, what the finite chain costs relative to $N$ sites of bulk. Since the chain has two ends, its limit is a two-end energy.

```lean
/-- Half the spacing of the allowed wave numbers in a chain of `N` sites. -/
def angle (N : ℕ) : ℝ := π / (2 * (N + 1))
```

Write $y=\pi/(2(N+1))$ for `angle N`. The allowed wave numbers $j\pi/(N+1)$ are then $2jy$.

```lean
/-- `bulkEnergy t` equals `-2t/π` for every real `t`. -/
theorem bulkEnergy_eq (t : ℝ) : bulkEnergy t = -(2 * t / π) := by
  rw [bulkEnergy, intervalIntegral.integral_const_mul, integral_cos, Real.sin_neg,
    Real.sin_pi_div_two]
  ring
```

A Lean theorem gives its name and hypotheses, then the statement after the colon, then the proof after `:=`. Here the integral of $\cos k$ is $\sin(\pi/2)-\sin(-\pi/2)=2$, so $e_{\rm bulk}=-4t/(2\pi)=-2t/\pi$. The proof rewrites with the same integral, and `ring` finishes the algebra.

## Which levels are filled

```lean
/-- For `t > 0` and `j ≤ N`, the `j`-th level is negative exactly when `2j ≤ N`. -/
theorem level_neg_iff {t : ℝ} (ht : 0 < t) {N j : ℕ} (hj : j ≤ N) :
    level t N j < 0 ↔ 2 * j ≤ N := by
  have hN : (0 : ℝ) < N + 1 := by positivity
  have hp := Real.pi_pos
  unfold level
  constructor
  · intro h
    by_contra hc
    have h1 : (N : ℝ) + 1 ≤ 2 * j := by
      have : N + 1 ≤ 2 * j := by omega
      exact_mod_cast this
    have h2 : (j : ℝ) ≤ N := by exact_mod_cast hj
    have hcos : Real.cos (j * π / (N + 1)) ≤ 0 := by
      apply Real.cos_nonpos_of_pi_div_two_le_of_le
      · rw [le_div_iff₀ hN]
        nlinarith [mul_nonneg hp.le (sub_nonneg.2 h1)]
      · rw [div_le_iff₀ hN]
        nlinarith [mul_nonneg hp.le (sub_nonneg.2 h2), mul_nonneg hp.le (Nat.cast_nonneg (α := ℝ) N)]
    nlinarith [mul_nonneg ht.le (neg_nonneg.2 hcos)]
  · intro h
    have h1 : 2 * (j : ℝ) ≤ N := by exact_mod_cast h
    have h0 : 0 ≤ (j : ℝ) * π / (N + 1) := by positivity
    have hcos : 0 < Real.cos (j * π / (N + 1)) := by
      apply Real.cos_pos_of_mem_Ioo
      refine ⟨by linarith, ?_⟩
      rw [div_lt_iff₀ hN]
      nlinarith [mul_nonneg hp.le (sub_nonneg.2 h1)]
    nlinarith [mul_pos ht hcos]
```

The hypothesis `ht : 0 < t` is a named assumption that the proof can use. For $j\le N$ the angle $j\pi/(N+1)$ lies between $0$ and $\pi$, so its cosine is positive exactly when
$$\frac{j\pi}{N+1}<\frac\pi2,\qquad\text{that is,}\qquad 2j<N+1.$$
For whole numbers this means $2j\le N$. With $t>0$, a positive cosine is a negative level.

The proof treats the two directions separately. In the first it assumes that $2j\le N$ fails, so that $N+1\le 2j$, and finds a cosine that is not positive. `omega` handles the whole-number inequalities and `nlinarith` the real ones.

```lean
/-- The half-spacing is positive, `N + 1` of them make a right angle, and its sine is positive. -/
theorem angle_facts (N : ℕ) :
    0 < angle N ∧ angle N * (N + 1) = π / 2 ∧ 0 < Real.sin (angle N) := by
  have hy : 0 < angle N := by unfold angle; positivity
  have hm : angle N * (N + 1) = π / 2 := by
    unfold angle
    field_simp
  refine ⟨hy, hm, Real.sin_pos_of_pos_of_lt_pi hy ?_⟩
  nlinarith [mul_nonneg hy.le (Nat.cast_nonneg (α := ℝ) N), Real.pi_pos]
```

Three facts are collected for later: $y>0$, $(N+1)y=\pi/2$ and $\sin y>0$. The last holds because $0<y\le\pi/2$.

## A closed form for both parities

```lean
/-- A sum of cosines at equally spaced wave numbers telescopes after multiplication by the
sine of half the spacing. -/
theorem sum_cos (m : ℕ) (y : ℝ) :
    2 * Real.sin y * ∑ j ∈ Finset.Icc 1 m, Real.cos (2 * j * y)
      = Real.sin ((2 * m + 1) * y) - Real.sin y := by
  induction m with
  | zero => simp
  | succ m ih =>
    rw [Finset.sum_Icc_succ_top (by omega), mul_add, ih]
    push_cast
    have h1 : (2 * ((m : ℝ) + 1) + 1) * y = 2 * (m + 1) * y + y := by ring
    have h2 : (2 * (m : ℝ) + 1) * y = 2 * (m + 1) * y - y := by ring
    rw [h1, h2, Real.sin_add, Real.sin_sub]
    ring
```

For any real $y$, the product formula gives
$$2\sin y\cos(2jy)=\sin((2j+1)y)-\sin((2j-1)y).$$
Summed over $j=1,\dots,m$, neighbouring terms cancel and leave $\sin((2m+1)y)-\sin y$. Lean does this by induction: the case $m=0$ is immediate, and the step from $m$ to $m+1$ adds one cosine and expands the sines of $2(m+1)y\pm y$.

```lean
/-- The energy of the open chain in closed form for `t > 0` and either parity of `N`;
`N / 2` is rounded down and counts the negative levels. -/
theorem energy_eq {t : ℝ} (ht : 0 < t) (N : ℕ) :
    energy t N = t * (1 - Real.sin ((2 * ((N / 2 : ℕ) : ℝ) + 1) * angle N)
      / Real.sin (angle N)) := by
  obtain ⟨-, hm, hS⟩ := angle_facts N
  have hN : (N : ℝ) + 1 ≠ 0 := by positivity
  -- the negative levels are the lowest `N / 2`
  have hf : (Finset.Icc 1 N).filter (fun j => level t N j < 0) = Finset.Icc 1 (N / 2) := by
    ext j
    simp only [Finset.mem_filter, Finset.mem_Icc]
    constructor
    · rintro ⟨⟨h1, h2⟩, h3⟩
      have := (level_neg_iff ht h2).1 h3
      exact ⟨h1, by omega⟩
    · rintro ⟨h1, h2⟩
      exact ⟨⟨h1, by omega⟩, (level_neg_iff ht (by omega)).2 (by omega)⟩
  have hs : energy t N
      = -2 * t * ∑ j ∈ Finset.Icc 1 (N / 2), Real.cos (2 * j * angle N) := by
    rw [energy, hf, Finset.mul_sum]
    refine Finset.sum_congr rfl fun j _ => ?_
    have harg : (j : ℝ) * π / (N + 1) = 2 * j * angle N := by
      rw [div_eq_iff hN]
      linear_combination (-2 * (j : ℝ)) * hm
    rw [level, harg]
  have hc := div_mul_cancel₀ (Real.sin ((2 * ((N / 2 : ℕ) : ℝ) + 1) * angle N)) hS.ne'
  apply mul_left_cancel₀ hS.ne'
  rw [hs]
  linear_combination (-t) * sum_cos (N / 2) (angle N) + t * hc
```

Let $M=\lfloor N/2\rfloor$, which Lean writes as `N / 2` in the natural numbers. The negative levels are those with $j=1,\dots,M$, so
$$E_N=-2t\sum_{j=1}^{M}\cos(2jy)=t\left(1-\frac{\sin((2M+1)y)}{\sin y}\right).$$
In the proof, `hf` identifies the filtered set with $\{1,\dots,M\}$ and `hs` rewrites the energy as the cosine sum. Both sides are then multiplied by $\sin y\neq0$, and `linear_combination` obtains the result from the telescoped sum.

```lean
/-- The sine in the closed form of the energy is `1` for even `N` and the cosine of the
half-spacing for odd `N`. -/
theorem sin_edge (N : ℕ) :
    (Even N → Real.sin ((2 * ((N / 2 : ℕ) : ℝ) + 1) * angle N) = 1) ∧
    (Odd N → Real.sin ((2 * ((N / 2 : ℕ) : ℝ) + 1) * angle N) = Real.cos (angle N)) := by
  obtain ⟨-, hm, -⟩ := angle_facts N
  constructor
  · rintro ⟨m, h⟩
    have h1 : 2 * ((N / 2 : ℕ) : ℝ) = N := by
      have : 2 * (N / 2) = N := by omega
      exact_mod_cast this
    rw [h1, mul_comm, hm, Real.sin_pi_div_two]
  · rintro ⟨m, h⟩
    have h1 : 2 * ((N / 2 : ℕ) : ℝ) + 1 = N := by
      have : 2 * (N / 2) + 1 = N := by omega
      exact_mod_cast this
    have h2 : (N : ℝ) * angle N = π / 2 - angle N := by linear_combination hm
    rw [h1, h2, Real.sin_pi_div_two_sub]
```

Parity enters only through the sine in the numerator, which we call $s$:

- For even $N$, $2M+1=N+1$, so $s=\sin(\pi/2)=1$.
- For odd $N$, $2M+1=N$, so $s=\sin(\pi/2-y)=\cos y$.

The two halves of the proof establish these values in the same way.

```lean
/-- For odd `N` and `t > 0` the energy is `t - t cot(π/(2(N+1)))`. -/
theorem energy_odd {t : ℝ} (ht : 0 < t) {N : ℕ} (hN : Odd N) :
    energy t N = t * (1 - Real.cos (π / (2 * (N + 1))) / Real.sin (π / (2 * (N + 1)))) := by
  rw [energy_eq ht, (sin_edge N).2 hN, angle]
```

For odd chains the energy is therefore $E_N=t-t\cot y$. The proof substitutes the odd value of $s$ into the closed form.

## The finite-size correction

```lean
/-- For `t > 0` the excess energy is `t(1 - 2/π)` plus a finite-size correction. -/
theorem excess_eq {t : ℝ} (ht : 0 < t) (N : ℕ) :
    excess t N = t * (1 - 2 / π) + t * (1 / angle N
      - Real.sin ((2 * ((N / 2 : ℕ) : ℝ) + 1) * angle N) / Real.sin (angle N)) := by
  have h1 : 1 / angle N = 2 * (N + 1) / π := by rw [angle, one_div_div]
  rw [excess, bulkEnergy_eq, energy_eq ht, h1]
  ring
```

Because $1/y=2(N+1)/\pi$, subtracting the bulk energy adds
$$\frac{2tN}{\pi}=\frac ty-\frac{2t}{\pi}.$$
Hence
$$E_N-Ne_{\rm bulk}=t\left(1-\frac2\pi\right)+t\left(\frac1y-\frac{s}{\sin y}\right).$$
The first term is the surface energy and the second is the whole finite-size correction. The proof inserts the earlier formulas, and `ring` rearranges them.

```lean
/-- For `t > 0` and at least one site, the excess energy differs from `t(1 - 2/π)` by at most
`πt/(3(N+1))`. -/
theorem excess_error {t : ℝ} (ht : 0 < t) {N : ℕ} (hN : 1 ≤ N) :
    |excess t N - t * (1 - 2 / π)| ≤ π * t / (3 * (N + 1)) := by
  obtain ⟨hy, hm, hS⟩ := angle_facts N
  have hedge := sin_edge N
  rw [excess_eq ht, add_sub_cancel_left]
  set y := angle N
  set s := Real.sin ((2 * ((N / 2 : ℕ) : ℝ) + 1) * y)
  have hN' : (1 : ℝ) ≤ N := by exact_mod_cast hN
  have hy1 : y ≤ 1 := by
    nlinarith [mul_nonneg hy.le (sub_nonneg.2 hN'), Real.pi_le_four]
  have hlow := Real.sin_gt_sub_cube hy
  have hup := Real.sin_lt hy
  have hy3 : 0 < y ^ 3 := by positivity
  -- the numerator of the correction is of third order for both parities
  have key : |Real.sin y - s * y| ≤ y ^ 3 / 2 := by
    rw [abs_le]
    rcases Nat.even_or_odd N with h | h
    · rw [hedge.1 h]
      constructor <;> linarith
    · rw [hedge.2 h]
      have hcos := mul_le_mul_of_nonneg_left (Real.one_sub_sq_div_two_le_cos (x := y)) hy.le
      have hcos1 := mul_le_mul_of_nonneg_left (Real.cos_le_one y) hy.le
      constructor <;> nlinarith
  have h34 : 3 / 4 * y ≤ Real.sin y := by
    have : y ^ 3 ≤ y := by
      nlinarith [mul_nonneg hy.le (sub_nonneg.2 hy1),
        mul_nonneg (sq_nonneg y) (sub_nonneg.2 hy1)]
    linarith
  have hq : 1 / y - s / Real.sin y = (Real.sin y - s * y) / (y * Real.sin y) := by
    rw [div_sub_div _ _ hy.ne' hS.ne']
    ring
  have hb : |Real.sin y - s * y| / (y * Real.sin y) ≤ 2 / 3 * y := by
    rw [div_le_iff₀ (mul_pos hy hS)]
    have := mul_le_mul_of_nonneg_left h34 (sq_nonneg y)
    nlinarith
  rw [hq, abs_mul, abs_of_pos ht, abs_div, abs_of_pos (mul_pos hy hS)]
  refine (mul_le_mul_of_nonneg_left hb ht.le).trans (le_of_eq ?_)
  rw [eq_div_iff (by positivity)]
  linear_combination 2 * t * hm
```

For $N\ge1$ the correction is at most $\pi t/(3(N+1))$ in absolute value. To see this, write
$$\frac1y-\frac{s}{\sin y}=\frac{\sin y-sy}{y\sin y}.$$
Here $y\le\pi/4<1$, so $y-y^3/4<\sin y<y$. The numerator is bounded by $y^3/2$ for both parities:

- For even $N$, $|\sin y-y|<y^3/4$.
- For odd $N$, $1-y^2/2\le\cos y\le1$ gives $-y^3/4<\sin y-y\cos y<y^3/2$.

Since $y^3\le y$, also $\sin y\ge 3y/4$. The quotient is then at most
$$\frac{y^3/2}{3y^2/4}=\frac{2y}{3},$$
and multiplying by $t$ gives $2ty/3=\pi t/(3(N+1))$.

In the Lean proof, `key` is the bound on the numerator, `h34` the bound on the sine and `hb` the bound on the quotient. The last lines restore the factor $t$ and replace $y$ by its value.

## The limit and its two sides

```lean
/-- For `t > 0` the excess energy of the open chain tends to the two-end surface energy
`t(1 - 2/π)`, and lies strictly below it for even `N` and strictly above it for odd `N`. -/
theorem surface_energy_alternating {t : ℝ} (ht : 0 < t) :
    Tendsto (excess t) atTop (𝓝 (t * (1 - 2 / π))) ∧
    (∀ N, Even N → excess t N < t * (1 - 2 / π)) ∧
    (∀ N, Odd N → t * (1 - 2 / π) < excess t N) := by
  refine ⟨?_, fun N hN => ?_, fun N hN => ?_⟩
  · -- the explicit error bound vanishes for long chains
    have h0 := (tendsto_one_div_add_atTop_nhds_zero_nat (𝕜 := ℝ)).const_mul (π * t / 3)
    rw [mul_zero] at h0
    rw [tendsto_iff_norm_sub_tendsto_zero]
    refine squeeze_zero' (Eventually.of_forall fun N => norm_nonneg _) ?_ h0
    filter_upwards [eventually_ge_atTop 1] with N hN
    rw [Real.norm_eq_abs, div_mul_div_comm, mul_one]
    exact excess_error ht hN
  · -- even chains: `sin y < y`
    obtain ⟨hy, -, hS⟩ := angle_facts N
    rw [excess_eq ht, (sin_edge N).1 hN]
    have h := one_div_lt_one_div_of_lt hS (Real.sin_lt hy)
    nlinarith [mul_pos ht (sub_pos.2 h)]
  · -- odd chains: `y < tan y`
    obtain ⟨hy, hm, hS⟩ := angle_facts N
    have hN' : (1 : ℝ) ≤ N := by exact_mod_cast hN.pos
    have hlt : angle N < π / 2 := by
      nlinarith [mul_nonneg hy.le (sub_nonneg.2 hN')]
    have hc : 0 < Real.cos (angle N) :=
      Real.cos_pos_of_mem_Ioo ⟨by linarith [Real.pi_pos], hlt⟩
    have htan := Real.lt_tan hy hlt
    rw [Real.tan_eq_sin_div_cos, lt_div_iff₀ hc] at htan
    have h : Real.cos (angle N) / Real.sin (angle N) < 1 / angle N := by
      rw [div_lt_div_iff₀ hS hy]
      linarith
    rw [excess_eq ht, (sin_edge N).2 hN]
    nlinarith [mul_pos ht (sub_pos.2 h)]

end

end OpenChainSurfaceEnergy
```

The theorem joins three statements with `∧`, which means "and". The first, `Tendsto (excess t) atTop (𝓝 (t * (1 - 2 / π)))`, says that the excess converges to $t(1-2/\pi)$ as $N\to\infty$ through all lengths. The other two say that it lies strictly below the limit for every even $N$ and strictly above it for every odd $N$.

Convergence follows from the error bound, which vanishes like $1/(N+1)$; `squeeze_zero'` is the squeeze argument. The signs come from two elementary inequalities:

- For even $N$, $\sin y<y$ gives $1/y-1/\sin y<0$.
- For odd $N$, $0<y\le\pi/4$ and $y<\tan y$ give $1/y-\cot y>0$.

The shortest chains show both signs. A single site has its only level at zero, so $E_1=0$ and the excess is $2t/\pi\approx0.637\,t$, above the limit. Two sites have one negative level, $-t$, and the excess is $-t+4t/\pi\approx0.273\,t$, below it.

The strict inequalities fail at $t=0$: every energy vanishes and the excess equals its limit, so $t\ge0$ would not be enough for them. Convergence survives at $t=0$ but fails at $t=-1$. There $e_{\rm bulk}=2/\pi$ is positive, because the integral now runs over the empty half of the band, while $E_N\le0$. The excess as defined here is then at most $-2N/\pi$ and has no finite limit. This is a failure of the bulk formula, not of the chain: $t$ and $-t$ give the same set of levels, and with the bulk energy of the filled half the limit would be $|t|(1-2/\pi)$.

```lean
#print axioms OpenChainSurfaceEnergy.energy_odd
#print axioms OpenChainSurfaceEnergy.surface_energy_alternating
```

```
'OpenChainSurfaceEnergy.energy_odd' depends on axioms: [propext, Classical.choice, Quot.sound]
'OpenChainSurfaceEnergy.surface_energy_alternating' depends on axioms: [propext, Classical.choice, Quot.sound]
```
